# The offset of the mean transmission from N/2 for uniform scattering with a modified diagonal

If every mean scattering probability of a chaotic cavity with two $N$-channel leads is set to the same value $1/(2N)$, the mean transmission is $N/2$, with or without time-reversal symmetry. The change in average conductance when a weak magnetic field breaks that symmetry is then lost. The missing ingredient is a different probability for returning to the incoming channel. It concerns only one entry in each row, yet it is said to shift the total transmission by an amount that survives at large $N$.

The claim I have in mind is this. Let the off-diagonal mean probabilities all equal $a$, let the diagonal ones equal $2a/\beta$ with $\beta>0$, and let every row sum to one. For leads with $N_1$ and $N_2$ channels, the transmission block should then sum to

$$\frac{N_1N_2}{N_1+N_2-1+2/\beta},$$

and for $N_1=N_2=N$ this sum minus $N/2$ should tend to $(1-2/\beta)/4$. Can this be made rigorous, with each step machine-checked, and does the offset have a version for unequal leads?

## Normalising the rows produces the offset

Yes to both. The three conditions on the mean probabilities determine the transmission exactly, and the limit follows from an exact finite-size formula.

Each condition stands for a piece of physics. Equal off-diagonal entries describe a cavity that scrambles the incoming wave completely, with ideal contacts. Unit row sums express conservation of current. The diagonal factor $2/\beta$ describes coherent backscattering. At $\beta=1$, with time-reversal symmetry and no spin-orbit scattering, a path and its time reverse interfere constructively and double the return probability. At $\beta=2$ time-reversal symmetry is broken and the enhancement is absent. At $\beta=4$, with time-reversal symmetry and strong spin-orbit scattering, the return probability is halved; there a channel stands for a Kramers pair, and the transmission is counted per member of a pair.

### From one row to the total transmission

Write $S=N_1+N_2$ for the number of channels and $D=S-1+2/\beta$. A row contains $S-1$ off-diagonal entries and one diagonal entry, so

$$1=(S-1)a+\frac{2a}{\beta}=aD.$$

If there is at least one channel, then $S-1\ge 0$ and $2/\beta>0$. Hence $D>0$ and $a=1/D$.

An entry between the two leads joins different channels and therefore equals $a$. The transmission block has $N_1N_2$ such entries, which gives

$$T=N_1N_2\,a=\frac{N_1N_2}{D}.$$

The classical reference is $N_1N_2/S$, the conductance of two contacts with conductances $N_1$ and $N_2$ in series. Since $S-D=1-2/\beta$,

$$T-\frac{N_1N_2}{S}=N_1N_2\,\frac{S-D}{SD}=\left(1-\frac2\beta\right)\frac{N_1N_2}{SD}.$$

When both leads are open, the last fraction is positive. The transmission therefore lies below the classical value exactly when $2/\beta>1$, that is, when $\beta<2$.

### The limit for equal and unequal leads

Let $S\to\infty$ while $N_1/S\to x$. Because $N_2/S=1-N_1/S$ and $S=D-(2/\beta-1)$,

$$\frac{N_1N_2}{SD}=\frac{N_1}{S}\left(1-\frac{N_1}{S}\right)\left(1-\frac{2/\beta-1}{D}\right)\longrightarrow x(1-x).$$

The offset thus tends to $(1-2/\beta)\,x(1-x)$. Equal leads have $x=1/2$ and classical value $N^2/(2N)=N/2$, so

$$T-\frac N2\longrightarrow\frac14\left(1-\frac2\beta\right).$$

This is $-1/4$ for $\beta=1$, zero for $\beta=2$ and $+1/8$ for $\beta=4$.

The trap in this derivation is to replace $D$ by $S$ because their ratio tends to one. That is harmless for $T/N$, but $T$ itself grows like $N$, so a relative error of order $1/N$ becomes an absolute error of order one. The replacement removes the whole offset. The subtraction has to come before the limit.

The row-sum condition is equally essential. Take $\beta=1$ and one channel in each lead, with off-diagonal entries $1/2$ and diagonal entries $1$. The diagonal is doubled as required, but each row sums to $3/2$. The transmission is $1/2$, whereas the formula gives $1/3$. The extra return probability has to be taken from the other entries, and this reduces the transmission.

### How the Lean statements describe the cavity

The type `Channel N₁ N₂` is the disjoint union of two finite sets. `Sum.inl i` is a channel of the first lead and `Sum.inr j` one of the second. The array `P` assigns a real number to each ordered pair of channels, and `transmission P` adds the entries from the first lead to the second.

The structure `IsCircularMean β a P` collects the conditions:

- `offDiag` says that `P i j = a` whenever `i ≠ j`.
- `diag` says that `β * P i i = 2 * a`, which for $\beta>0$ is the same as $P_{ii}=2a/\beta$.
- `unit` says that $\sum_j P_{ij}=1$ for every channel $i$.

Nonnegative entries are not required separately, because they follow from these conditions when $\beta>0$. The parameter $\beta$ may be any positive real number, not only 1, 2 or 4.

The theorem `transmission_eq` gives the closed formula for every array that meets the conditions, including the case of a closed lead. `correction_eq` gives the exact difference from the series value, and `transmission_lt_classical_iff` says exactly when it is negative, provided both leads are open. For a conductor with no channels at all, the series value is $0/0$, which Lean evaluates to zero.

In `tendsto_correction`, a sequence of conductors is labelled by `k`, with channel numbers `n₁ k` and `n₂ k` and a common $\beta$. Hypothesis `hS` says that the total channel number diverges, and `hx` says that the fraction in the first lead tends to `x`. The final theorem, `tendsto_symmetric_correction`, treats equal leads and contains the limit you asked about.

The name of the structure refers to the circular ensembles of random scattering matrices, but no random matrix appears in the file. The mean probabilities are assumed to have the stated form; they are not obtained by averaging over unitary matrices. Fluctuations around the mean, tunnel barriers at the contacts and loss of phase coherence are not covered either.

Through the Landauer formula, the result gives the weak-localization correction to the average conductance of a non-interacting, phase-coherent chaotic cavity with ideal leads, provided that its mean scattering probabilities have the assumed form. The finite-$N$ formula can also serve as a check on transmissions averaged over scattering matrices sampled numerically from the circular ensembles.

Here is the complete file.

```lean
import Mathlib

open Filter Topology

namespace WeakLocalization

noncomputable section

/-- The scattering channels of a conductor with `N₁` channels in the first lead and `N₂` in the
second. -/
abbrev Channel (N₁ N₂ : ℕ) := Fin N₁ ⊕ Fin N₂

/-- Mean scattering probabilities with symmetry index `β`: all off-diagonal entries equal `a`, `β`
times each diagonal entry equals `2 * a`, and each row sums to one. -/
structure IsCircularMean {N₁ N₂ : ℕ} (β a : ℝ)
    (P : Channel N₁ N₂ → Channel N₁ N₂ → ℝ) : Prop where
  offDiag : ∀ i j, i ≠ j → P i j = a
  diag : ∀ i, β * P i i = 2 * a
  unit : ∀ i, ∑ j, P i j = 1

/-- The mean transmission: the sum of the probabilities between the first and second lead. -/
def transmission {N₁ N₂ : ℕ} (P : Channel N₁ N₂ → Channel N₁ N₂ → ℝ) : ℝ :=
  ∑ i : Fin N₁, ∑ j : Fin N₂, P (Sum.inl i) (Sum.inr j)

/-- An explicit array of mean scattering probabilities for symmetry index `β`. -/
def circularMean (β : ℝ) (N₁ N₂ : ℕ) (i j : Channel N₁ N₂) : ℝ :=
  if i = j then 2 / β / ((N₁ : ℝ) + N₂ - 1 + 2 / β) else 1 / ((N₁ : ℝ) + N₂ - 1 + 2 / β)

/-- With at least one channel and `β > 0`, the number `N₁ + N₂ - 1 + 2 / β` is positive. -/
theorem denominator_pos {β : ℝ} (hβ : 0 < β) {N₁ N₂ : ℕ} (hN : 1 ≤ N₁ + N₂) :
    0 < (N₁ : ℝ) + N₂ - 1 + 2 / β := by
  have h1 : (1 : ℝ) ≤ (N₁ : ℝ) + N₂ := by exact_mod_cast hN
  have h2 : 0 < 2 / β := div_pos two_pos hβ
  linarith

/-- The explicit array `circularMean` satisfies the three conditions on mean scattering
probabilities for every `β > 0` and all channel numbers. -/
theorem isCircularMean_witness {β : ℝ} (hβ : 0 < β) (N₁ N₂ : ℕ) :
    IsCircularMean β (1 / ((N₁ : ℝ) + N₂ - 1 + 2 / β)) (circularMean β N₁ N₂) where
  offDiag i j hij := by
    unfold circularMean
    rw [if_neg hij]
  diag i := by
    have e : β * (2 / β) = 2 := mul_div_cancel₀ 2 hβ.ne'
    unfold circularMean
    rw [if_pos rfl]
    linear_combination (1 / ((N₁ : ℝ) + N₂ - 1 + 2 / β)) * e
  unit i := by
    have hN : 1 ≤ N₁ + N₂ := by
      rcases i with i | i
      · have := i.isLt
        omega
      · have := i.isLt
        omega
    have hD := (denominator_pos hβ hN).ne'
    -- split each entry into a uniform part and the excess on the diagonal
    have hP : ∀ j, circularMean β N₁ N₂ i j = 1 / ((N₁ : ℝ) + N₂ - 1 + 2 / β) +
        if i = j then (2 / β - 1) / ((N₁ : ℝ) + N₂ - 1 + 2 / β) else 0 := by
      intro j
      unfold circularMean
      split_ifs <;> ring
    rw [Finset.sum_congr rfl (fun j _ => hP j), Finset.sum_add_distrib, Finset.sum_ite_eq]
    simp only [Finset.sum_const, Finset.card_univ, Fintype.card_sum, Fintype.card_fin,
      nsmul_eq_mul, Nat.cast_add, Finset.mem_univ, if_true]
    refine Eq.trans ?_ (div_self hD)
    ring

/-- Unit row sums fix the off-diagonal probability: `a (N₁ + N₂ - 1 + 2 / β) = 1` as soon as
there is a channel. -/
theorem normalization {β a : ℝ} (hβ : 0 < β) {N₁ N₂ : ℕ}
    {P : Channel N₁ N₂ → Channel N₁ N₂ → ℝ} (h : IsCircularMean β a P) (i : Channel N₁ N₂) :
    a * ((N₁ : ℝ) + N₂ - 1 + 2 / β) = 1 := by
  have hd : P i i = 2 * a / β := by
    rw [eq_div_iff hβ.ne']
    linear_combination h.diag i
  have hP : ∀ j, P i j = a + if i = j then (2 / β - 1) * a else 0 := by
    intro j
    by_cases hij : i = j
    · rw [if_pos hij, ← hij, hd]
      ring
    · rw [if_neg hij, h.offDiag i j hij, add_zero]
  have hs := h.unit i
  rw [Finset.sum_congr rfl (fun j _ => hP j), Finset.sum_add_distrib, Finset.sum_ite_eq] at hs
  simp only [Finset.sum_const, Finset.card_univ, Fintype.card_sum, Fintype.card_fin,
    nsmul_eq_mul, Nat.cast_add, Finset.mem_univ, if_true] at hs
  linear_combination hs

/-- The mean transmission between leads with `N₁` and `N₂` channels is
`N₁ N₂ / (N₁ + N₂ - 1 + 2 / β)`. -/
theorem transmission_eq {β a : ℝ} (hβ : 0 < β) {N₁ N₂ : ℕ}
    {P : Channel N₁ N₂ → Channel N₁ N₂ → ℝ} (h : IsCircularMean β a P) :
    transmission P = (N₁ : ℝ) * N₂ / ((N₁ : ℝ) + N₂ - 1 + 2 / β) := by
  rcases Nat.eq_zero_or_pos N₁ with h0 | h0
  · subst h0
    simp [transmission]
  · have hn := normalization hβ h (Sum.inl ⟨0, h0⟩)
    have hD := (denominator_pos hβ (show 1 ≤ N₁ + N₂ by omega)).ne'
    -- every entry of the transmission block is off-diagonal
    have hG : transmission P = (N₁ : ℝ) * N₂ * a := by
      have hP : ∀ (i : Fin N₁) (j : Fin N₂), P (Sum.inl i) (Sum.inr j) = a :=
        fun i j => h.offDiag _ _ (by simp)
      unfold transmission
      simp only [hP, Finset.sum_const, Finset.card_univ, Fintype.card_fin, nsmul_eq_mul]
      ring
    rw [hG, eq_div_iff hD]
    linear_combination (N₁ : ℝ) * N₂ * hn

/-- The exact difference between the mean transmission and the classical series value `N₁ N₂ / (N₁ +
N₂)` is `1 - 2 / β` times `N₁ N₂ / ((N₁ + N₂) (N₁ + N₂ - 1 + 2 / β))`. -/
theorem correction_eq {β a : ℝ} (hβ : 0 < β) {N₁ N₂ : ℕ}
    {P : Channel N₁ N₂ → Channel N₁ N₂ → ℝ} (h : IsCircularMean β a P) :
    transmission P - (N₁ : ℝ) * N₂ / ((N₁ : ℝ) + N₂) = (1 - 2 / β) *
      ((N₁ : ℝ) * N₂ / (((N₁ : ℝ) + N₂) * ((N₁ : ℝ) + N₂ - 1 + 2 / β))) := by
  rw [transmission_eq hβ h]
  rcases Nat.eq_zero_or_pos N₁ with h0 | h0
  · subst h0
    simp
  · have hD := (denominator_pos hβ (show 1 ≤ N₁ + N₂ by omega)).ne'
    have hS : (N₁ : ℝ) + N₂ ≠ 0 := by positivity
    generalize 2 / β = r at hD ⊢
    rw [div_sub_div _ _ hD hS, ← mul_div_assoc,
      div_eq_div_iff (mul_ne_zero hD hS) (mul_ne_zero hS hD)]
    ring

/-- With both leads open, the mean transmission lies below the classical series value exactly
when `β < 2`. -/
theorem transmission_lt_classical_iff {β a : ℝ} (hβ : 0 < β) {N₁ N₂ : ℕ} (h₁ : 0 < N₁)
    (h₂ : 0 < N₂) {P : Channel N₁ N₂ → Channel N₁ N₂ → ℝ} (h : IsCircularMean β a P) :
    transmission P < (N₁ : ℝ) * N₂ / ((N₁ : ℝ) + N₂) ↔ β < 2 := by
  have hD := denominator_pos hβ (show 1 ≤ N₁ + N₂ by omega)
  have hK : 0 < (N₁ : ℝ) * N₂ / (((N₁ : ℝ) + N₂) * ((N₁ : ℝ) + N₂ - 1 + 2 / β)) :=
    div_pos (by positivity) (mul_pos (by positivity) hD)
  rw [← sub_neg, correction_eq hβ h, ← one_lt_div hβ]
  constructor
  · intro hlt
    by_contra hc
    have hc' : 0 ≤ 1 - 2 / β := by linarith [not_lt.mp hc]
    exact absurd hlt (not_lt_of_ge (mul_nonneg hc' hK.le))
  · intro hlt
    exact mul_neg_of_neg_of_pos (by linarith) hK

/-- If the total number of channels diverges while the fraction in the first lead tends to `x`,
the difference from the classical series value tends to `(1 - 2 / β) x (1 - x)`. -/
theorem tendsto_correction {β x : ℝ} (hβ : 0 < β) {n₁ n₂ : ℕ → ℕ} {a : ℕ → ℝ}
    {P : ∀ k, Channel (n₁ k) (n₂ k) → Channel (n₁ k) (n₂ k) → ℝ}
    (h : ∀ k, IsCircularMean β (a k) (P k))
    (hS : Tendsto (fun k => (n₁ k : ℝ) + n₂ k) atTop atTop)
    (hx : Tendsto (fun k => (n₁ k : ℝ) / ((n₁ k : ℝ) + n₂ k)) atTop (𝓝 x)) :
    Tendsto (fun k => transmission (P k) - (n₁ k : ℝ) * n₂ k / ((n₁ k : ℝ) + n₂ k))
      atTop (𝓝 ((1 - 2 / β) * (x * (1 - x)))) := by
  have hD : Tendsto (fun k => (n₁ k : ℝ) + n₂ k + (2 / β - 1)) atTop atTop :=
    tendsto_atTop_add_const_right _ _ hS
  have hinv := tendsto_inv_atTop_zero.comp hD
  have hlim := ((hx.mul (hx.const_sub 1)).const_mul (1 - 2 / β)).mul
    ((hinv.const_mul (2 / β - 1)).const_sub 1)
  simp only [mul_zero, sub_zero, mul_one] at hlim
  -- the exact correction is `1 - 2 / β` times the channel fractions and a factor tending to one
  refine hlim.congr' ?_
  filter_upwards [hS.eventually_ge_atTop 1] with k hk
  rw [correction_eq hβ (h k)]
  simp only [Function.comp_apply]
  have hr : 0 < 2 / β := div_pos two_pos hβ
  generalize 2 / β = r at hr ⊢
  have hS0 : (n₁ k : ℝ) + n₂ k ≠ 0 := by linarith
  have hD0 : (n₁ k : ℝ) + n₂ k + (r - 1) ≠ 0 := by linarith
  rw [show (n₁ k : ℝ) + n₂ k - 1 + r = (n₁ k : ℝ) + n₂ k + (r - 1) by ring]
  field_simp
  ring

/-- For two leads with `N` channels each, the mean transmission minus `N / 2` tends to
`(1 - 2 / β) / 4` as `N` grows. -/
theorem tendsto_symmetric_correction {β : ℝ} (hβ : 0 < β) {a : ℕ → ℝ}
    {P : ∀ N, Channel N N → Channel N N → ℝ} (h : ∀ N, IsCircularMean β (a N) (P N)) :
    Tendsto (fun N : ℕ => transmission (P N) - (N : ℝ) / 2) atTop (𝓝 ((1 - 2 / β) / 4)) := by
  have hS : Tendsto (fun N : ℕ => (N : ℝ) + N) atTop atTop :=
    tendsto_atTop_mono (fun N => le_add_of_nonneg_left (Nat.cast_nonneg N))
      tendsto_natCast_atTop_atTop
  have hx : Tendsto (fun N : ℕ => (N : ℝ) / ((N : ℝ) + N)) atTop (𝓝 (1 / 2)) := by
    refine tendsto_const_nhds.congr' ?_
    filter_upwards [eventually_gt_atTop 0] with N hN
    have hN' : (0 : ℝ) < N := by exact_mod_cast hN
    rw [div_eq_div_iff two_ne_zero (by positivity)]
    ring
  have hlim := tendsto_correction (n₁ := fun N => N) (n₂ := fun N => N) hβ h hS hx
  rw [show (1 - 2 / β) * (1 / 2 * (1 - 1 / 2)) = (1 - 2 / β) / 4 by ring] at hlim
  refine hlim.congr fun N => ?_
  have hq : (N : ℝ) * N / ((N : ℝ) + N) = (N : ℝ) / 2 := by
    rcases eq_or_ne (N : ℝ) 0 with h0 | h0
    · simp [h0]
    · have h2 : (N : ℝ) + N ≠ 0 := fun hc => h0 (by linarith)
      rw [div_eq_div_iff h2 two_ne_zero]
      ring
  exact congrArg (fun z => transmission (P N) - z) hq

end

end WeakLocalization
```

```lean
#print axioms WeakLocalization.transmission_lt_classical_iff
#print axioms WeakLocalization.tendsto_symmetric_correction
```

```
'WeakLocalization.transmission_lt_classical_iff' depends on axioms: [propext, Classical.choice, Quot.sound]
'WeakLocalization.tendsto_symmetric_correction' depends on axioms: [propext, Classical.choice, Quot.sound]
```

### How the proofs follow the calculation

`denominator_pos` establishes $D>0$ when there is at least one channel. `isCircularMean_witness` then shows that an array with the required properties exists for every $\beta>0$ and all channel numbers. It writes each entry of `circularMean` as a uniform part $1/D$ plus an excess $(2/\beta-1)/D$ that is present only on the diagonal. In the row sum, `Finset.sum_ite_eq` keeps the single diagonal excess, and the total is $D/D=1$.

`normalization` applies the same splitting to an arbitrary admissible array. It first solves the diagonal condition for `P i i`, then writes the row as $a$ in every place plus $(2/\beta-1)a$ on the diagonal. The row sum becomes $Sa+(2/\beta-1)a=1$, which `linear_combination hs` rearranges into $aD=1$. The theorem takes a channel `i` as an argument, since without a channel there is no row to fix $a$.

`transmission_eq` treats $N_1=0$ separately, where both sides vanish. Otherwise the first lead supplies a channel for `normalization`. The intermediate statement `hG` counts the block as $N_1N_2a$, using the fact that a left and a right element of the disjoint union are never equal. Multiplying $aD=1$ by $N_1N_2$ completes the proof.

`correction_eq` inserts this formula and compares fractions. The step `generalize 2 / β = r` treats the diagonal factor as a single symbol, so that after cross-multiplication `ring` can verify the polynomial identity behind $S-D=1-2/\beta$. For the sign, `transmission_lt_classical_iff` shows that the fraction multiplying $1-2/\beta$ is positive, called `hK`, and rewrites $\beta<2$ as $1<2/\beta$.

The proof of `tendsto_correction` builds its limit from the three factors displayed above. `hx` supplies $N_1/S\to x$ and hence the limit of $1-N_1/S$, while `hinv` supplies $1/D\to0$. The product of these limits is `hlim`. The tactic `filter_upwards` restricts attention to those `k` for which the total channel number is at least one. There the denominators are nonzero, and `field_simp` followed by `ring` identifies the product with the exact correction.

For equal leads, `tendsto_symmetric_correction` sets both channel numbers to `N`. It proves that their sum diverges and that the fraction in the first lead tends to $1/2$, then applies the general limit. The last step, `hq`, replaces the series value $N^2/(2N)$ by $N/2$.
